# Removing the screening on a finite periodic grid: without its G=0 term, the potential tends to that of the neutralised charge

In a plane-wave calculation of a charged periodic cell, the G=0 component of the electrostatic potential is commonly set to zero. Poisson's equation has no periodic solution for a cell with net charge, whereas the screened equation has one. The problems below ask what remains as the screening is removed, for a finite grid of sites.

## Grid, charge and potentials

Let $n$ be the number of sites, $\rho_i$ the charge at site $i$ multiplied by $4\pi$ over the volume per site (Gaussian units), $Q=\sum_i\rho_i$ the total charge with the same factor, and $\kappa$ the inverse screening length. In Lean, `n` is the set of sites and `Fintype.card n` their number.

```lean
import Mathlib

open Matrix Filter Topology

namespace NeutralityLimit

noncomputable section

variable {n : Type*} [Fintype n]
```

The matrix $A$ stands for $-\nabla^2$. Its symmetry is reciprocity, $x\cdot Ax\ge 0$ says that field energy is nonnegative, and the kernel condition says that only uniform potentials carry no field.

```lean
/-- The conditions placed on the discrete Poisson operator: a real symmetric positive semidefinite
matrix whose kernel consists exactly of the constant potentials. -/
structure PoissonMatrix (A : Matrix n n ℝ) : Prop where
  symm : Aᵀ = A
  nonneg : ∀ x : n → ℝ, 0 ≤ x ⬝ᵥ A *ᵥ x
  ker : ∀ x : n → ℝ, A *ᵥ x = 0 ↔ ∃ c : ℝ, ∀ i, x i = c
```

The screened potential $\varphi$ obeys $(A+\kappa^2)\varphi=\rho$.

```lean
/-- The potential `φ` solves the screened Poisson equation `(A + κ²) φ = ρ`. -/
def Screened (A : Matrix n n ℝ) (κ : ℝ) (ρ φ : n → ℝ) : Prop :=
  A *ᵥ φ + κ ^ 2 • φ = ρ
```

A uniform background turns $\rho$ into $\rho-Q/n$.

```lean
/-- The charge `ρ` together with a uniform compensating background, `ρ - Q/n`,
on a nonempty set of `n` sites. -/
def neutralised (ρ : n → ℝ) : n → ℝ :=
  fun i => ρ i - (∑ j, ρ j) / (Fintype.card n : ℝ)
```

For $\kappa\ne0$, summing the screened equation over the sites gives $\kappa^2\sum_i\varphi_i=Q$, because $\sum_i(A\varphi)_i=0$ by (a) below. So $Q/(n\kappa^2)$ is the mean of $\varphi$, its G=0 term. Write $\chi=\varphi-Q/(n\kappa^2)$.

```lean
/-- The potential `φ` minus the constant `Q/(n κ²)`, for `κ ≠ 0` and a nonempty set of `n` sites. -/
def regularised (κ : ℝ) (ρ φ : n → ℝ) : n → ℝ :=
  fun i => φ i - (∑ j, ρ j) / ((Fintype.card n : ℝ) * κ ^ 2)
```

The reference potential $\psi$ belongs to the neutralised charge, with its free constant fixed by zero sum.

```lean
/-- The potential `ψ` has zero sum and solves the unscreened equation `A ψ = ρ - Q/n`. -/
def NeutralSolution (A : Matrix n n ℝ) (ρ ψ : n → ℝ) : Prop :=
  A *ᵥ ψ = neutralised ρ ∧ ∑ i, ψ i = 0
```

The passage from this grid to a continuous cell is a separate step, which these hypotheses leave open.

## (a) Total charge generated by a potential

**Task.** Show that $\sum_i(Ax)_i=0$ for every $x$.

**Solution.** Let $\mathbf 1$ be the constant vector of ones. By symmetry, $\mathbf 1\cdot Ax=(A\mathbf 1)\cdot x=0$. In Lean, `h1` is $A\mathbf 1=0$ and `h2` moves $A$ across the product.

```lean
/-- If `A` is a `PoissonMatrix`, the charge `A x` generated by any potential `x` is neutral. -/
theorem sum_mulVec {A : Matrix n n ℝ} (hA : PoissonMatrix A) (x : n → ℝ) :
    ∑ i, (A *ᵥ x) i = 0 := by
  have h1 : A *ᵥ (fun _ => (1 : ℝ)) = 0 := (hA.ker _).2 ⟨1, fun _ => rfl⟩
  have h2 : (fun _ => (1 : ℝ)) ⬝ᵥ A *ᵥ x = 0 := by
    rw [Matrix.dotProduct_mulVec, ← Matrix.mulVec_transpose, hA.symm, h1, zero_dotProduct]
  simpa [dotProduct] using h2
```

## (b) Potential of the neutralised charge

**Task.** Show that exactly one $\psi$ satisfies $A\psi=\rho-Q/n$ and $\sum_i\psi_i=0$.

**Solution.** Put $b=\rho-Q/n$, so $\sum_i b_i=0$, and $(Bx)_i=(Ax)_i+\sum_j x_j$. By (a), $\sum_i(Bx)_i=n\sum_j x_j$. Hence $Bx=b$ forces $\sum_j x_j=0$ and $Ax=b$ (`lift`).

If $Bx=0$, the same argument makes $x$ a constant of zero sum, so $x=0$ (`key`). Thus $B$ is injective and, in finite dimension, surjective, which gives $\psi$. Two solutions differ by a zero-sum constant, which is zero.

```lean
/-- For a `PoissonMatrix` on a nonempty set of sites, every charge has exactly one zero-sum
potential once the uniform background is added. -/
theorem neutral_existsUnique [Nonempty n] {A : Matrix n n ℝ} (hA : PoissonMatrix A)
    (ρ : n → ℝ) : ∃! ψ, NeutralSolution A ρ ψ := by
  have hn : (Fintype.card n : ℝ) ≠ 0 := Nat.cast_ne_zero.2 Fintype.card_ne_zero
  have hb : ∑ i, neutralised ρ i = 0 := by
    have h : (Fintype.card n : ℝ) * ((∑ j, ρ j) / (Fintype.card n : ℝ)) = ∑ j, ρ j := by
      field_simp
    unfold neutralised
    rw [Finset.sum_sub_distrib, Finset.sum_const, Finset.card_univ, nsmul_eq_mul, h, sub_self]
  have key : ∀ x : n → ℝ, A *ᵥ x = 0 → ∑ j, x j = 0 → x = 0 := by
    intro x hx hs
    obtain ⟨c, hc⟩ := (hA.ker x).1 hx
    have h : (Fintype.card n : ℝ) * c = 0 := by
      rw [← hs, Finset.sum_congr rfl (fun j _ => hc j), Finset.sum_const, Finset.card_univ,
        nsmul_eq_mul]
    ext i
    rw [hc i, (mul_eq_zero.1 h).resolve_left hn, Pi.zero_apply]
  -- adding the all-ones matrix removes the kernel
  obtain ⟨B, hB⟩ : ∃ B : (n → ℝ) →ₗ[ℝ] (n → ℝ), ∀ x, B x = A *ᵥ x + fun _ => ∑ j, x j :=
    ⟨A.mulVecLin + (Matrix.of fun (_ _ : n) => (1 : ℝ)).mulVecLin, fun x => by
      ext i; simp [Matrix.mulVec, dotProduct]⟩
  have hsum : ∀ x, ∑ i, B x i = (Fintype.card n : ℝ) * ∑ j, x j := by
    intro x
    rw [hB]
    simp [Finset.sum_add_distrib, sum_mulVec hA x]
  have lift : ∀ x b, B x = b → ∑ i, b i = 0 → A *ᵥ x = b ∧ ∑ j, x j = 0 := by
    intro x b hx hb0
    have h : (Fintype.card n : ℝ) * ∑ j, x j = 0 := by rw [← hsum x, hx, hb0]
    have hs := (mul_eq_zero.1 h).resolve_left hn
    refine ⟨?_, hs⟩
    ext i
    have h2 := congrFun (hB x) i
    rw [hx, Pi.add_apply, hs, add_zero] at h2
    exact h2.symm
  have inj : Function.Injective B := by
    rw [injective_iff_map_eq_zero]
    intro x hx
    obtain ⟨h1, h2⟩ := lift x 0 hx (by simp)
    exact key x h1 h2
  obtain ⟨ψ, hψ⟩ := LinearMap.injective_iff_surjective.1 inj (neutralised ρ)
  obtain ⟨h1, h2⟩ := lift ψ _ hψ hb
  refine ⟨ψ, ⟨h1, h2⟩, fun y hy => sub_eq_zero.1 (key (y - ψ) ?_ ?_)⟩
  · rw [Matrix.mulVec_sub, hy.1, h1, sub_self]
  · simp [Finset.sum_sub_distrib, hy.2, h2]
```

## (c) Solvability with screening

**Task.** For $\kappa\ne0$, show that $(A+\kappa^2)\varphi=\rho$ has exactly one solution.

**Solution.** If $(A+\kappa^2)x=0$, then $x\cdot Ax+\kappa^2|x|^2=0$. Both terms are nonnegative, so $x=0$. Injectivity again gives surjectivity.

```lean
/-- For a `PoissonMatrix` and `κ ≠ 0`, the screened equation has exactly one solution for every
charge. -/
theorem screened_existsUnique {A : Matrix n n ℝ} (hA : PoissonMatrix A) {κ : ℝ}
    (hκ : κ ≠ 0) (ρ : n → ℝ) : ∃! φ, Screened A κ ρ φ := by
  have hk : 0 < κ ^ 2 := by positivity
  obtain ⟨B, hB⟩ : ∃ B : (n → ℝ) →ₗ[ℝ] (n → ℝ), ∀ x, B x = A *ᵥ x + κ ^ 2 • x :=
    ⟨A.mulVecLin + κ ^ 2 • LinearMap.id, fun x => by simp⟩
  have inj : Function.Injective B := by
    rw [injective_iff_map_eq_zero]
    intro x hx
    have h : x ⬝ᵥ (A *ᵥ x + κ ^ 2 • x) = 0 := by rw [← hB, hx, dotProduct_zero]
    rw [dotProduct_add, dotProduct_smul, smul_eq_mul] at h
    have hx0 : 0 ≤ x ⬝ᵥ x := Finset.sum_nonneg fun i _ => mul_self_nonneg (x i)
    have h2 : κ ^ 2 * (x ⬝ᵥ x) = 0 :=
      le_antisymm (by linarith [hA.nonneg x]) (mul_nonneg hk.le hx0)
    exact dotProduct_self_eq_zero.1 ((mul_eq_zero.1 h2).resolve_left hk.ne')
  have bij : Function.Bijective B := ⟨inj, LinearMap.injective_iff_surjective.1 inj⟩
  simpa only [hB, Screened] using bij.existsUnique ρ
```

## (d) An equation for the deviation

**Task.** Let $\kappa\ne0$, $A\psi=\rho-Q/n$ and $e=(\psi-\chi)/\kappa^2$. Show that $(A+\kappa^2)e=\psi$.

**Solution.** Since $A$ annihilates constants,
$$(A+\kappa^2)\chi=\rho-Q/n=A\psi .$$
Hence $A(\psi-\chi)=\kappa^2\chi$, so $Ae=\chi=\psi-\kappa^2e$. These are `hχ`, `h1` and the closing rewrite.

```lean
/-- For a `PoissonMatrix` `A` and `κ ≠ 0`, the deviation of the regularised screened potential from
a solution `ψ` of `A ψ = ρ - Q/n`, divided by `-κ²`, solves the screened equation with `ψ` as its
source. -/
theorem correction_screened [Nonempty n] {A : Matrix n n ℝ} (hA : PoissonMatrix A) {κ : ℝ}
    (hκ : κ ≠ 0) {ρ φ ψ : n → ℝ} (hφ : Screened A κ ρ φ) (hψ : A *ᵥ ψ = neutralised ρ) :
    Screened A κ ψ ((κ ^ 2)⁻¹ • (ψ - regularised κ ρ φ)) := by
  have hk : κ ^ 2 ≠ 0 := pow_ne_zero 2 hκ
  have hn : (Fintype.card n : ℝ) ≠ 0 := Nat.cast_ne_zero.2 Fintype.card_ne_zero
  -- subtracting the G=0 term neutralises the source
  have hχ : A *ᵥ regularised κ ρ φ + κ ^ 2 • regularised κ ρ φ = neutralised ρ := by
    have h0 : A *ᵥ (fun _ => (∑ j, ρ j) / ((Fintype.card n : ℝ) * κ ^ 2)) = 0 :=
      (hA.ker _).2 ⟨_, fun _ => rfl⟩
    have hr : regularised κ ρ φ
        = φ - fun _ => (∑ j, ρ j) / ((Fintype.card n : ℝ) * κ ^ 2) := rfl
    have hc : κ ^ 2 * ((∑ j, ρ j) / ((Fintype.card n : ℝ) * κ ^ 2))
        = (∑ j, ρ j) / (Fintype.card n : ℝ) := by
      field_simp
    rw [hr, Matrix.mulVec_sub, h0, sub_zero]
    ext i
    have h := congrFun hφ i
    simp only [Pi.add_apply, Pi.smul_apply, Pi.sub_apply, smul_eq_mul, neutralised] at h ⊢
    linear_combination h - hc
  have h1 : A *ᵥ (ψ - regularised κ ρ φ) = κ ^ 2 • regularised κ ρ φ := by
    rw [Matrix.mulVec_sub, hψ, ← hχ, add_sub_cancel_left]
  unfold Screened
  rw [Matrix.mulVec_smul, h1, smul_smul, smul_smul, inv_mul_cancel₀ hk, mul_inv_cancel₀ hk,
    one_smul, one_smul]
  abel
```

## (e) Size of the error at finite screening

**Task.** If also $A\eta=\psi$, show that $|\chi_i-\psi_i|\le\kappa^2|\eta|$, with $|\eta|$ the Euclidean length.

**Solution.** From (d), $A(\eta-e)=\kappa^2e$. Positivity on $\eta-e$ gives $(\eta-e)\cdot e\ge0$, that is $|e|^2\le\eta\cdot e$ (`h3`). Expanding $|\eta-e|^2\ge0$ (`h4`) then gives
$$|\eta|^2\ge2\,\eta\cdot e-|e|^2\ge|e|^2\ge e_i^2 .$$
Finally $\chi_i-\psi_i=-\kappa^2e_i$.

```lean
/-- For a `PoissonMatrix` `A` and `κ ≠ 0`, if `A ψ = ρ - Q/n` and `A η = ψ`, the regularised
screened potential differs from `ψ` at each site by at most `κ²` times the Euclidean length of `η`.
-/
theorem regularised_error [Nonempty n] {A : Matrix n n ℝ} (hA : PoissonMatrix A) {κ : ℝ}
    (hκ : κ ≠ 0) {ρ φ ψ η : n → ℝ} (hφ : Screened A κ ρ φ) (hψ : A *ᵥ ψ = neutralised ρ)
    (hη : A *ᵥ η = ψ) (i : n) :
    |regularised κ ρ φ i - ψ i| ≤ κ ^ 2 * √(η ⬝ᵥ η) := by
  have hk : 0 < κ ^ 2 := by positivity
  obtain ⟨e, hedef⟩ : ∃ e, e = (κ ^ 2)⁻¹ • (ψ - regularised κ ρ φ) := ⟨_, rfl⟩
  have he : A *ᵥ e + κ ^ 2 • e = ψ := by
    rw [hedef]
    exact correction_screened hA hκ hφ hψ
  -- positivity of `A` on `η - e` bounds `e` by `η`
  have h1 : A *ᵥ (η - e) = κ ^ 2 • e := by
    rw [Matrix.mulVec_sub, hη, sub_eq_iff_eq_add, add_comm, he]
  have h2 := hA.nonneg (η - e)
  rw [h1, dotProduct_smul, smul_eq_mul] at h2
  have h3 : 0 ≤ (η - e) ⬝ᵥ e := nonneg_of_mul_nonneg_right h2 hk
  have h4 : 0 ≤ (η - e) ⬝ᵥ (η - e) := Finset.sum_nonneg fun j _ => mul_self_nonneg _
  rw [dotProduct_sub, sub_dotProduct, sub_dotProduct, dotProduct_comm e η] at h4
  rw [sub_dotProduct] at h3
  have h5 : e i * e i ≤ e ⬝ᵥ e :=
    Finset.single_le_sum (f := fun j => e j * e j) (fun j _ => mul_self_nonneg (e j))
      (Finset.mem_univ i)
  have h6 : e i ^ 2 ≤ η ⬝ᵥ η := by nlinarith
  have hd : regularised κ ρ φ i - ψ i = -(κ ^ 2 * e i) := by
    rw [hedef, Pi.smul_apply, smul_eq_mul, mul_inv_cancel_left₀ hk.ne', Pi.sub_apply]
    ring
  rw [hd, abs_neg, abs_mul, abs_of_pos hk]
  exact mul_le_mul_of_nonneg_left (Real.abs_le_sqrt h6) hk.le
```

## (f) Removing the screening

**Task.** With $\psi$ from (b), show that $\chi_\kappa\to\psi$ as $\kappa\to0^+$.

**Solution.** Because $\psi$ has zero sum, (b) applied to $\psi$ as a charge supplies $\eta$ with $A\eta=\psi$. The bound in (e) tends to zero at each site. Lean writes the one-sided limit as `𝓝[>] 0` and squeezes the error.

```lean
/-- For a `PoissonMatrix`, as the screening is removed, `κ → 0+`, the screened potential minus its
G=0 term `Q/(n κ²)` tends to the zero-sum potential of the charge with uniform background. -/
theorem tendsto_regularised [Nonempty n] {A : Matrix n n ℝ} (hA : PoissonMatrix A)
    {ρ ψ : n → ℝ} {φ : ℝ → n → ℝ} (hφ : ∀ κ, 0 < κ → Screened A κ ρ (φ κ))
    (hψ : NeutralSolution A ρ ψ) :
    Tendsto (fun κ => regularised κ ρ (φ κ)) (𝓝[>] 0) (𝓝 ψ) := by
  -- `ψ` is neutral, so it is itself the charge of some potential `η`
  obtain ⟨η, hη, -⟩ := neutral_existsUnique hA ψ
  have hη' : A *ᵥ η = ψ := by
    rw [hη.1]
    ext i
    simp [neutralised, hψ.2]
  refine tendsto_pi_nhds.2 fun i => ?_
  rw [tendsto_iff_norm_sub_tendsto_zero]
  have hc : Continuous fun κ : ℝ => κ ^ 2 * √(η ⬝ᵥ η) := by fun_prop
  refine squeeze_zero' (Eventually.of_forall fun κ => norm_nonneg _) ?_
    ((hc.tendsto' 0 0 (by simp)).mono_left nhdsWithin_le_nhds)
  filter_upwards [self_mem_nhdsWithin] with κ hκ
  have hpos : 0 < κ := hκ
  rw [Real.norm_eq_abs]
  exact regularised_error hA hpos.ne' (hφ κ hpos) hψ.1 hη' i
```

For $\chi_\kappa$ to converge for every charge, it is not enough that the kernel contains the constants. Take $A=0$ on two sites, with $\rho=(1,-1)$. Then $Q=0$, yet $\chi=\varphi=\rho/\kappa^2$ diverges: the sites are disconnected and each is charged.

## (g) The next order

**Task.** Let $A\psi=\rho-Q/n$, $A\eta=\psi$ and $\sum_i\eta_i=0$. Show that $(\psi-\chi_\kappa)/\kappa^2\to\eta$.

**Solution.** By (d), the left side is a screened potential with source $\psi$. By (a) this source is neutral, so there is no G=0 term to subtract (`hr`), and (f) gives the limit $\eta$.

```lean
/-- The next order in the screening, for a `PoissonMatrix` `A`: if `A ψ = ρ - Q/n` and `η` is the
zero-sum solution of `A η = ψ`, then `ψ` minus the regularised potential, divided by `κ²`, tends to
`η`. -/
theorem tendsto_first_correction [Nonempty n] {A : Matrix n n ℝ} (hA : PoissonMatrix A)
    {ρ ψ η : n → ℝ} {φ : ℝ → n → ℝ} (hφ : ∀ κ, 0 < κ → Screened A κ ρ (φ κ))
    (hψ : A *ᵥ ψ = neutralised ρ) (hη : A *ᵥ η = ψ) (hη0 : ∑ i, η i = 0) :
    Tendsto (fun κ : ℝ => (κ ^ 2)⁻¹ • (ψ - regularised κ ρ (φ κ))) (𝓝[>] 0) (𝓝 η) := by
  have hs : ∑ i, ψ i = 0 := by
    rw [← hη]
    exact sum_mulVec hA η
  have hN : NeutralSolution A ψ η := by
    refine ⟨?_, hη0⟩
    rw [hη]
    ext i
    simp [neutralised, hs]
  have hr : ∀ (κ : ℝ) (e : n → ℝ), regularised κ ψ e = e := by
    intro κ e
    ext i
    simp [regularised, hs]
  -- the correction is a screened potential with neutral source `ψ`
  have h := tendsto_regularised hA
    (φ := fun κ : ℝ => (κ ^ 2)⁻¹ • (ψ - regularised κ ρ (φ κ)))
    (fun κ hκ => correction_screened hA hκ.ne' (hφ κ hκ) hψ) hN
  simpa only [hr] using h
```

## (h) Keeping the G=0 term

**Task.** Show that $\varphi_\kappa$ has a finite limit as $\kappa\to0^+$ if and only if $Q=0$.

**Solution.** If $\varphi_\kappa\to L$, the screened equation tends to $AL=\rho$, and (a) gives $Q=0$. Conversely, if $Q=0$ then $\chi_\kappa=\varphi_\kappa$, and (f) applies.

```lean
/-- For a `PoissonMatrix`, without subtraction of the G=0 term, the screened potential has a finite
limit as `κ → 0+` if and only if the total charge vanishes. -/
theorem finite_limit_iff_neutral [Nonempty n] {A : Matrix n n ℝ} (hA : PoissonMatrix A)
    {ρ : n → ℝ} {φ : ℝ → n → ℝ} (hφ : ∀ κ, 0 < κ → Screened A κ ρ (φ κ)) :
    (∃ L, Tendsto φ (𝓝[>] 0) (𝓝 L)) ↔ ∑ i, ρ i = 0 := by
  constructor
  · rintro ⟨L, hL⟩
    -- pass to the limit in the screened equation
    have hc : Continuous fun x : n → ℝ => A *ᵥ x :=
      continuous_const.matrix_mulVec continuous_id
    have hid : Tendsto (fun κ : ℝ => κ) (𝓝[>] 0) (𝓝 0) :=
      tendsto_id.mono_left nhdsWithin_le_nhds
    have hAL : Tendsto (fun κ : ℝ => A *ᵥ φ κ) (𝓝[>] 0) (𝓝 (A *ᵥ L)) :=
      (hc.tendsto L).comp hL
    have hSL : Tendsto (fun κ : ℝ => κ ^ 2 • φ κ) (𝓝[>] 0) (𝓝 ((0 : ℝ) ^ 2 • L)) :=
      (hid.pow 2).smul hL
    have h1 : Tendsto (fun κ : ℝ => A *ᵥ φ κ + κ ^ 2 • φ κ) (𝓝[>] 0)
        (𝓝 (A *ᵥ L + (0 : ℝ) ^ 2 • L)) := hAL.add hSL
    have h2 : Tendsto (fun κ : ℝ => A *ᵥ φ κ + κ ^ 2 • φ κ) (𝓝[>] 0) (𝓝 ρ) := by
      refine tendsto_const_nhds.congr' ?_
      filter_upwards [self_mem_nhdsWithin] with κ hκ
      exact (hφ κ hκ).symm
    have h3 : A *ᵥ L = ρ := by simpa using tendsto_nhds_unique h1 h2
    rw [← h3]
    exact sum_mulVec hA L
  · intro hs
    obtain ⟨ψ, hψ, -⟩ := neutral_existsUnique hA ρ
    have hr : ∀ κ : ℝ, regularised κ ρ (φ κ) = φ κ := by
      intro κ
      ext i
      simp [regularised, hs]
    have h := tendsto_regularised hA hφ hψ
    simp only [hr] at h
    exact ⟨ψ, h⟩
```

## (i) A ring of three sites

**Task.** Check the hypotheses for the ring matrix with 2 on the diagonal and $-1$ elsewhere, and compute $\chi$ for $\rho=(1,0,0)$.

**Solution.** The matrix is symmetric, and
$$x\cdot Ax=(x_0-x_1)^2+(x_1-x_2)^2+(x_2-x_0)^2\ge0 .$$
If $Ax=0$, subtracting the first two rows gives $x_0=x_1$, and the first row then gives $x_2=x_0$. Constants are clearly in the kernel.

On zero-sum vectors $A$ multiplies by 3. Hence $\psi=(2,-1,-1)/9$, $\eta=\psi/3$ and $\chi=(2,-1,-1)/(3(3+\kappa^2))$. At $\kappa=0.1$, $\chi_0\approx0.22148$ against $\psi_0\approx0.22222$. The difference, $0.00074$, respects the bound $\kappa^2|\eta|\approx0.00091$, while the subtracted constant is $33.3$.

The Lean theorem checks the hypotheses on $A$; the numbers are worked by hand.

```lean
/-- The second-difference matrix of a ring of three sites is a `PoissonMatrix`. -/
theorem poissonMatrix_witness :
    PoissonMatrix (!![2, -1, -1; -1, 2, -1; -1, -1, 2] : Matrix (Fin 3) (Fin 3) ℝ) where
  symm := by
    ext i j
    fin_cases i <;> fin_cases j <;> simp
  nonneg x := by
    simp [Matrix.mulVec, dotProduct, Fin.sum_univ_three]
    nlinarith [sq_nonneg (x 0 - x 1), sq_nonneg (x 1 - x 2), sq_nonneg (x 2 - x 0)]
  ker x := by
    constructor
    · intro h
      have h0 := congrFun h 0
      have h1 := congrFun h 1
      simp [Matrix.mulVec, dotProduct, Fin.sum_univ_three] at h0 h1
      refine ⟨x 0, fun i => ?_⟩
      fin_cases i <;> simp <;> linarith
    · rintro ⟨c, hc⟩
      ext i
      fin_cases i <;> simp [Matrix.mulVec, dotProduct, Fin.sum_univ_three, hc] <;> ring

end

end NeutralityLimit
```

```lean
#print axioms NeutralityLimit.screened_existsUnique
#print axioms NeutralityLimit.tendsto_first_correction
#print axioms NeutralityLimit.finite_limit_iff_neutral
```

```
'NeutralityLimit.screened_existsUnique' depends on axioms: [propext, Classical.choice, Quot.sound]
'NeutralityLimit.tendsto_first_correction' depends on axioms: [propext, Classical.choice, Quot.sound]
'NeutralityLimit.finite_limit_iff_neutral' depends on axioms: [propext, Classical.choice, Quot.sound]
```
